# Chen's inversion coefficients are the Dirichlet inverse of the shell weights

In Chen's inversion, coefficients I(n) are computed recursively from the weights r(n) of successive shells. The declaration `dirichletConv_inversionCoeff` states that the Dirichlet convolution of I with r, the sum of I(d) r(k/d) over the divisors d of k, is 1 for k = 1 and 0 for every k > 1. The weights are arbitrary real numbers, subject only to r(1) ≠ 0; no particular lattice is assumed, and no potential or energy enters the statement. For k > 1 the proof tries to split off the term d = k from the sum, so that the recursion for I(k) cancels the terms from the proper divisors.

As first written in Lean, the proof fails:

```lean
import Mathlib

open Finset

namespace DirichletConvInversionCoeff

noncomputable section

/-- Chen's inversion coefficients for shell weights `r` with `r 1 ≠ 0`: `I(1) = 1 / r(1)`, and
`I(n)` follows from the coefficients at the proper divisors of `n`. -/
def inversionCoeff (r : ℕ → ℝ) (n : ℕ) : ℝ :=
  if n = 1 then 1 / r 1
  else -(1 / r 1) * ∑ d ∈ n.properDivisors.attach, inversionCoeff r d.1 * r (n / d.1)
termination_by n
decreasing_by exact (Nat.mem_properDivisors.mp d.2).2

/-- The Dirichlet convolution of two weights: the sum of `a i * b j` over all `i * j = k`,
for `k ≥ 1`. -/
def dirichletConv (a b : ℕ → ℝ) (k : ℕ) : ℝ :=
  ∑ p ∈ k.divisorsAntidiagonal, a p.1 * b p.2

variable {f : ℝ → ℝ} {R x : ℝ} {N : ℕ}

/-- The recursion for the inversion coefficients, as a sum over the divisors `d < k` of `k`. -/
theorem inversionCoeff_rec (r : ℕ → ℝ) : inversionCoeff r 1 = 1 / r 1 ∧
    ∀ k, 1 < k → inversionCoeff r k
      = -(1 / r 1) * ∑ d ∈ k.properDivisors, inversionCoeff r d * r (k / d) := by
  refine ⟨by rw [inversionCoeff, if_pos rfl], fun k hk => ?_⟩
  rw [inversionCoeff, if_neg (by omega)]
  congr 1
  exact Finset.sum_attach k.properDivisors (fun d => inversionCoeff r d * r (k / d))

/-- If `r 1 ≠ 0`, the convolution of the inversion coefficients with the shell weights is `1` on
the first shell and `0` on all later ones. -/
theorem dirichletConv_inversionCoeff {r : ℕ → ℝ} (hr : r 1 ≠ 0) :
    dirichletConv (inversionCoeff r) r 1 = 1 ∧
      ∀ k, 1 < k → dirichletConv (inversionCoeff r) r k = 0 := by
  refine ⟨by simp [dirichletConv, (inversionCoeff_rec r).1, hr], fun k hk => ?_⟩
  have h : dirichletConv (inversionCoeff r) r k
      = ∑ d ∈ k.properDivisors, inversionCoeff r d * r (k / d) + inversionCoeff r k * r 1 := by
    rw [dirichletConv, Nat.sum_divisorsAntidiagonal (f := fun i j => inversionCoeff r i * r j),
      Nat.sum_divisors_eq_sum_properDivisors_add_self, Nat.div_self (by omega)]
  rw [h, (inversionCoeff_rec r).2 k hk]
  generalize ∑ d ∈ k.properDivisors, inversionCoeff r d * r (k / d) = S
  linear_combination (-S) * one_div_mul_cancel hr

end

end DirichletConvInversionCoeff
```

The error:

```
Main.lean:42:6: error: Tactic `rewrite` failed: Did not find an occurrence of the pattern
  ∑ i ∈ Nat.divisors ?m.72, i
in the target expression
  ∑ i ∈ k.divisors, inversionCoeff r i * r (k / i) =
    ∑ d ∈ k.properDivisors, inversionCoeff r d * r (k / d) + inversionCoeff r k * r 1

r : ℕ → ℝ
hr : r 1 ≠ 0
k : ℕ
hk : 1 < k
⊢ ∑ i ∈ k.divisors, inversionCoeff r i * r (k / i) =
    ∑ d ∈ k.properDivisors, inversionCoeff r d * r (k / d) + inversionCoeff r k * r 1
```

Cause. The rewrite with `Nat.sum_divisors_eq_sum_properDivisors_add_self` fails because that lemma is about the sum of the divisors themselves. Its left side is `∑ i ∈ Nat.divisors n, i`, whereas the summand in the goal is `inversionCoeff r i * r (k / i)`. The number `n` can be chosen to fit, but the summand is fixed, so Lean finds no match.

The repair splits the set of divisors instead, which works for any summand. Read from right to left, `Nat.insert_self_properDivisors` turns `k.divisors` into `k.properDivisors` with `k` inserted; it needs `k ≠ 0`. Then `Finset.sum_insert` separates the term at `k`, given a proof that `k` is not its own proper divisor: otherwise `k < k` would hold.

As before, `Nat.div_self` reduces `k / k` to 1; the type now written out in its argument only makes explicit what `omega` must prove. Since `Finset.sum_insert` puts the separated term first and the goal has it last, `add_comm` brings the two sides into the same order.

The change, after which it compiles:

```diff
@@ -40,5 +40,7 @@
       = ∑ d ∈ k.properDivisors, inversionCoeff r d * r (k / d) + inversionCoeff r k * r 1 := by
     rw [dirichletConv, Nat.sum_divisorsAntidiagonal (f := fun i j => inversionCoeff r i * r j),
-      Nat.sum_divisors_eq_sum_properDivisors_add_self, Nat.div_self (by omega)]
+      ← Nat.insert_self_properDivisors (by omega : k ≠ 0),
+      Finset.sum_insert (fun h => lt_irrefl k (Nat.mem_properDivisors.mp h).2),
+      Nat.div_self (by omega : 0 < k), add_comm]
   rw [h, (inversionCoeff_rec r).2 k hk]
   generalize ∑ d ∈ k.properDivisors, inversionCoeff r d * r (k / d) = S
```
